# Free precession of a torque-free symmetric top in the body frame

A splitting integrator for rigid molecules can alternate torque kicks with stretches of free rotation that are solved exactly. For a rigid, classical symmetric top, the free stretch of length $\Delta t$ advances the body-frame angular velocity by a single plane rotation: leave the axial component $w_3$ alone and turn the pair $(w_1, w_2)$ through the angle $W\,\Delta t$, where

$$W = \frac{(I_3 - I_1)\,w_3(0)}{I_1}.$$

Here $I_1, I_2, I_3$ are the principal moments of inertia, with $I_1 = I_2$, and $w_1, w_2, w_3$ are the components of the angular velocity along the principal axes. With $z = w_1 + i w_2$, the result behind this step is an equivalence: for $I_1 = I_2 > 0$ and $I_3 > 0$, the torque-free Euler equations hold if and only if, for all $t$,

$$w_3(t) = w_3(0), \qquad z(t) = e^{iWt} z(0).$$

It concerns the angular velocity seen from the body. The orientation of the body in space needs its own update.

## No torque, at any time

Without torque, the angular momentum is fixed in space, and its body-frame components $I_k w_k$ change only because the frame turns:

$$\begin{aligned}
(I_1 w_1)' &= (I_2 - I_3)\, w_2 w_3,\\
(I_2 w_2)' &= (I_3 - I_1)\, w_3 w_1,\\
(I_3 w_3)' &= (I_1 - I_2)\, w_1 w_2.
\end{aligned}$$

```lean
import Mathlib

namespace SymmetricTop

noncomputable section

/-- The torque-free Euler equations in the principal-axis body frame: `I₁, I₂, I₃` are the
principal moments of inertia and `w₁, w₂, w₃` the components of the angular velocity. -/
structure TorqueFree (I₁ I₂ I₃ : ℝ) (w₁ w₂ w₃ : ℝ → ℝ) : Prop where
  euler₁ : ∀ t, HasDerivAt (fun s => I₁ * w₁ s) ((I₂ - I₃) * w₂ t * w₃ t) t
  euler₂ : ∀ t, HasDerivAt (fun s => I₂ * w₂ s) ((I₃ - I₁) * w₃ t * w₁ t) t
  euler₃ : ∀ t, HasDerivAt (fun s => I₃ * w₃ s) ((I₁ - I₂) * w₁ t * w₂ t) t
```

`TorqueFree` states these equations for three real numbers and three functions of real time. `HasDerivAt` says that the derivative exists and has the given value. The moments are constants, so the body is rigid, with no centrifugal distortion. Nothing in the structure requires them to be those of an actual mass distribution, for which $I_3 \le I_1 + I_2$.

Both the derivation and the proof use the equations at every $t$, because they pass from a zero derivative to a constant. If the equations failed at isolated instants, as under a kick, the constants could differ from one interval to the next. A steady transverse torque would add a source term to the equation for $z$, and the pure rotation would be lost.

## Two equal moments

The condition $I_1 = I_2$ describes a symmetric top, such as a rigid ammonia molecule with axis 3 along its threefold axis. It enters the derivation twice. The right-hand side of the third equation vanishes, and the first two equations become

$$I_1 w_1' = -(I_3 - I_1)\, w_3 w_2, \qquad I_1 w_2' = (I_3 - I_1)\, w_3 w_1,$$

with the same coefficient up to sign. That is the pattern of a rotation in the plane, which suggests the complex variable $z$ and the rate $W$.

```lean
/-- The transverse angular velocity `w₁ + i w₂` as a complex number. -/
def transverse (w₁ w₂ : ℝ → ℝ) (t : ℝ) : ℂ := (w₁ t : ℂ) + Complex.I * (w₂ t : ℂ)

/-- The body-frame precession rate `W = (I₃ - I₁) s / I₁` of a symmetric top with axial
spin `s`, for `I₁ ≠ 0`. -/
def precessionRate (I₁ I₃ s : ℝ) : ℝ := (I₃ - I₁) * s / I₁
```

In Lean the symmetry is not a separate equation. The theorems assume `TorqueFree I₁ I₁ I₃ w₁ w₂ w₃`, with `I₁` written twice. The argument `s` of `precessionRate` is the axial spin, and the theorems about a general motion insert `w₃ 0` for it.

For an asymmetric top the third equation shows what goes wrong: if $I_1 \ne I_2$, a constant $w_3$ forces $w_1 w_2 = 0$ at all times, which a circling transverse vector does not satisfy.

## A positive axial moment

Physically, $I_3 > 0$ says that the body has some mass off its symmetry axis. By hand, it allows the division in $I_3 w_3' = 0$, so $w_3' = 0$ and $w_3(t) = w_3(0)$.

```lean
/-- If a nonzero constant times `f` has derivative `f'`, then `f` has derivative `f'`
divided by that constant. -/
theorem hasDerivAt_of_const_mul {c f' t : ℝ} {f : ℝ → ℝ} (hc : c ≠ 0)
    (h : HasDerivAt (fun s => c * f s) f' t) : HasDerivAt f (f' / c) t := by
  have h2 : HasDerivAt (fun s => c⁻¹ * (c * f s)) (c⁻¹ * f') t := h.const_mul c⁻¹
  have e : (fun s => c⁻¹ * (c * f s)) = f := by
    funext s
    rw [← mul_assoc, inv_mul_cancel₀ hc, one_mul]
  rw [e] at h2
  exact h2.congr_deriv (by rw [div_eq_mul_inv, mul_comm])

/-- The exponential `exp (a t)` with complex rate `a` has time derivative `exp (a t) a`. -/
theorem hasDerivAt_phase (a : ℂ) (t : ℝ) :
    HasDerivAt (fun s : ℝ => Complex.exp (a * (s : ℂ))) (Complex.exp (a * (t : ℂ)) * a) t := by
  have h : HasDerivAt (fun s : ℝ => a * (s : ℂ)) a t := by
    simpa using ((hasDerivAt_id' t).ofReal_comp).const_mul a
  exact h.cexp

variable {I₁ I₂ I₃ : ℝ} {w₁ w₂ w₃ : ℝ → ℝ}

/-- The spin of a torque-free top about its axis is constant when `I₁ = I₂` and `I₃ > 0`. -/
theorem axial_spin_constant (h₃ : 0 < I₃) (h : TorqueFree I₁ I₁ I₃ w₁ w₂ w₃) (t : ℝ) :
    w₃ t = w₃ 0 := by
  have hd : ∀ s, HasDerivAt w₃ 0 s := fun s =>
    (hasDerivAt_of_const_mul h₃.ne' (h.euler₃ s)).congr_deriv (by simp)
  exact is_const_of_deriv_eq_zero (fun s => (hd s).differentiableAt) (fun s => (hd s).deriv) t 0
```

`hasDerivAt_of_const_mul` performs the division: it turns a derivative of $c f$ into one of $f$ when $c \ne 0$. In `axial_spin_constant` it is applied to `h.euler₃`, `simp` reduces the right-hand side to zero using $I_1 - I_1 = 0$, and `is_const_of_deriv_eq_zero` concludes. The lemma `hasDerivAt_phase` differentiates $e^{at}$ for complex $a$ and is needed for the precession formula below.

Only $I_3 \ne 0$ is used; the positive sign is the physical one. For a linear molecule idealised as point masses on axis 3, $I_3 = 0$. The third equation then reads $0 = 0$, and $w_3$ need not be constant.

## A positive transverse moment

The condition $I_1 > 0$ says that the body resists being turned about an axis perpendicular to its symmetry axis. By hand, it allows division of the first two equations by $I_1$. Since $w_3(t) = w_3(0)$,

$$w_1' = -W w_2, \qquad w_2' = W w_1,$$

and therefore

$$z' = -W w_2 + i W w_1 = iW(w_1 + i w_2) = iWz.$$

```lean
/-- For a torque-free symmetric top with positive moments of inertia, the transverse angular
velocity `z = w₁ + i w₂` obeys the linear equation `z' = i W z`. -/
theorem transverse_equation (h₁ : 0 < I₁) (h₃ : 0 < I₃)
    (h : TorqueFree I₁ I₁ I₃ w₁ w₂ w₃) (t : ℝ) :
    HasDerivAt (transverse w₁ w₂)
      (Complex.I * (precessionRate I₁ I₃ (w₃ 0) : ℂ) * transverse w₁ w₂ t) t := by
  have d₁ := (hasDerivAt_of_const_mul h₁.ne' (h.euler₁ t)).ofReal_comp
  have d₂ := (hasDerivAt_of_const_mul h₁.ne' (h.euler₂ t)).ofReal_comp
  have d := d₁.fun_add (d₂.const_mul Complex.I)
  refine HasDerivAt.congr_deriv d ?_
  rw [axial_spin_constant h₃ h t]
  simp only [transverse, precessionRate]
  push_cast
  linear_combination
    (-((I₃ : ℂ) - I₁) * (w₃ 0 : ℂ) / (I₁ : ℂ) * (w₂ t : ℂ)) * Complex.I_sq
```

The proof of `transverse_equation` divides both Euler equations, regards $w_1$ and $w_2$ as complex-valued functions of real time, and adds the first to $i$ times the second. The final `linear_combination` supplies $i^2 = -1$.

To solve the linear equation, pass to a co-rotating variable:

$$\frac{d}{dt}\left(e^{-iWt} z\right) = e^{-iWt}\left(-iWz + iWz\right) = 0.$$

The product keeps its initial value $z(0)$, and multiplication by $e^{iWt}$ gives $z(t) = e^{iWt} z(0)$.

Conversely, suppose that $w_3$ is constant and $z$ has this form. Differentiation gives $z' = iWz$, whose real and imaginary parts are $w_1' = -W w_2$ and $w_2' = W w_1$. Multiplying by $I_1$ and using $I_1 W = (I_3 - I_1) w_3$ recovers the first two Euler equations. The third holds because both of its sides are zero.

```lean
/-- Free precession of a symmetric top: for `I₁ = I₂ > 0` and `I₃ > 0`, a motion solves the
torque-free Euler equations if and only if `w₃` is constant and `w₁ + i w₂` is its initial
value times `exp (i W t)`, with `W = (I₃ - I₁) w₃ / I₁`. -/
theorem free_precession (h₁ : 0 < I₁) (h₃ : 0 < I₃) :
    TorqueFree I₁ I₁ I₃ w₁ w₂ w₃ ↔ ∀ t : ℝ, w₃ t = w₃ 0 ∧
      transverse w₁ w₂ t =
        Complex.exp (Complex.I * (precessionRate I₁ I₃ (w₃ 0) : ℂ) * (t : ℂ)) *
          transverse w₁ w₂ 0 := by
  constructor
  · intro h t
    refine ⟨axial_spin_constant h₃ h t, ?_⟩
    set a : ℂ := Complex.I * (precessionRate I₁ I₃ (w₃ 0) : ℂ) with ha
    -- in the co-rotating frame the transverse angular velocity stands still
    have hd : ∀ s : ℝ, HasDerivAt
        (fun r : ℝ => Complex.exp (-a * (r : ℂ)) * transverse w₁ w₂ r) 0 s := fun s =>
      ((hasDerivAt_phase (-a) s).fun_mul (transverse_equation h₁ h₃ h s)).congr_deriv
        (by rw [← ha]; ring)
    have hc : Complex.exp (-a * (t : ℂ)) * transverse w₁ w₂ t =
        Complex.exp (-a * ((0 : ℝ) : ℂ)) * transverse w₁ w₂ 0 :=
      is_const_of_deriv_eq_zero (fun s => (hd s).differentiableAt) (fun s => (hd s).deriv) t 0
    rw [Complex.ofReal_zero, mul_zero, Complex.exp_zero, one_mul] at hc
    have hE : Complex.exp (a * (t : ℂ)) * Complex.exp (-a * (t : ℂ)) = 1 := by
      rw [← Complex.exp_add, show a * (t : ℂ) + -a * (t : ℂ) = 0 by ring, Complex.exp_zero]
    linear_combination
      (-transverse w₁ w₂ t) * hE + Complex.exp (a * (t : ℂ)) * hc
  · intro h
    set W : ℝ := precessionRate I₁ I₃ (w₃ 0) with hWdef
    have hW : I₁ * W = (I₃ - I₁) * w₃ 0 := by
      rw [hWdef, precessionRate]
      field_simp
    have hz : ∀ t, HasDerivAt (transverse w₁ w₂)
        (Complex.I * (W : ℂ) * transverse w₁ w₂ t) t := by
      intro t
      have e : transverse w₁ w₂ = fun s : ℝ =>
          Complex.exp (Complex.I * (W : ℂ) * (s : ℂ)) * transverse w₁ w₂ 0 :=
        funext fun s => (h s).2
      have d := (hasDerivAt_phase (Complex.I * (W : ℂ)) t).mul_const (transverse w₁ w₂ 0)
      rw [← e] at d
      exact d.congr_deriv (by rw [(h t).2]; ring)
    -- real and imaginary parts give the first two Euler equations
    have d₁ : ∀ t, HasDerivAt w₁ (-(W * w₂ t)) t := by
      intro t
      have d : HasDerivAt (⇑Complex.reCLM ∘ transverse w₁ w₂)
          (Complex.reCLM (Complex.I * (W : ℂ) * transverse w₁ w₂ t)) t :=
        Complex.reCLM.hasFDerivAt.comp_hasDerivAt t (hz t)
      have e : ⇑Complex.reCLM ∘ transverse w₁ w₂ = w₁ := by
        funext s
        simp [transverse]
      rw [e] at d
      exact d.congr_deriv (by simp [transverse])
    have d₂ : ∀ t, HasDerivAt w₂ (W * w₁ t) t := by
      intro t
      have d : HasDerivAt (⇑Complex.imCLM ∘ transverse w₁ w₂)
          (Complex.imCLM (Complex.I * (W : ℂ) * transverse w₁ w₂ t)) t :=
        Complex.imCLM.hasFDerivAt.comp_hasDerivAt t (hz t)
      have e : ⇑Complex.imCLM ∘ transverse w₁ w₂ = w₂ := by
        funext s
        simp [transverse]
      rw [e] at d
      exact d.congr_deriv (by simp [transverse])
    refine ⟨fun t => ?_, fun t => ?_, fun t => ?_⟩
    · refine ((d₁ t).const_mul I₁).congr_deriv ?_
      rw [(h t).1]
      linear_combination (-w₂ t) * hW
    · refine ((d₂ t).const_mul I₁).congr_deriv ?_
      rw [(h t).1]
      linear_combination w₁ t * hW
    · have e : (fun s => I₃ * w₃ s) = fun _ => I₃ * w₃ 0 := by
        funext s
        rw [(h s).1]
      rw [e]
      exact (hasDerivAt_const t (I₃ * w₃ 0)).congr_deriv (by ring)
```

In the forward half of `free_precession`, `a` stands for $iW$, `hd` is the zero derivative of the co-rotating product, `hc` is its constancy, and `hE` is $e^{at} e^{-at} = 1$. In the backward half, `hW` is the relation $I_1 W = (I_3 - I_1) w_3(0)$, which needs $I_1 \ne 0$. The maps `Complex.reCLM` and `Complex.imCLM` take real and imaginary parts; being continuous and linear, they pass through the derivative. The hypothesis on $I_3$ is used only in the forward half.

If $I_1 = 0$ while $I_3 > 0$, the first two equations reduce to $w_3 w_2 = 0$ and $w_3 w_1 = 0$. They then say nothing about how $z$ evolves when $w_3 = 0$. No mass distribution has these moments, since they violate $I_3 \le 2I_1$.

## A nonzero transverse angular velocity

One further condition, $z(0) \ne 0$, is needed for the period. It says that the angular velocity has a component perpendicular to the symmetry axis. If $z(t + T) = z(t)$ for all $t$, then setting $t = 0$ gives $e^{iWT} z(0) = z(0)$. Cancelling $z(0)$ leaves $e^{iWT} = 1$, so $WT = 2\pi n$ for some integer $n$. In the other direction, $WT = 2\pi n$ gives

$$z(t + T) = e^{iWt} e^{iWT} z(0) = e^{iWt} z(0) = z(t).$$

```lean
/-- For a torque-free symmetric top with positive moments of inertia and nonzero initial
transverse angular velocity, the latter repeats after a time `T` if and only if `W T` is an
integer multiple of `2π`. -/
theorem precession_period (h₁ : 0 < I₁) (h₃ : 0 < I₃)
    (h : TorqueFree I₁ I₁ I₃ w₁ w₂ w₃) (hz : transverse w₁ w₂ 0 ≠ 0) (T : ℝ) :
    (∀ t, transverse w₁ w₂ (t + T) = transverse w₁ w₂ t) ↔
      ∃ n : ℤ, precessionRate I₁ I₃ (w₃ 0) * T = 2 * Real.pi * n := by
  have hs := fun t => ((free_precession h₁ h₃).mp h t).2
  constructor
  · intro hp
    have h0 := hp 0
    rw [zero_add, hs T] at h0
    have h1 := mul_right_cancel₀ hz (h0.trans (one_mul _).symm)
    obtain ⟨n, hn⟩ := Complex.exp_eq_one_iff.mp h1
    refine ⟨n, Complex.ofReal_injective ?_⟩
    push_cast
    apply mul_left_cancel₀ Complex.I_ne_zero
    linear_combination hn
  · rintro ⟨n, hn⟩ t
    have hc : (precessionRate I₁ I₃ (w₃ 0) : ℂ) * (T : ℂ) = 2 * (Real.pi : ℂ) * (n : ℂ) := by
      exact_mod_cast congrArg Complex.ofReal hn
    have h1 : Complex.exp (Complex.I * (precessionRate I₁ I₃ (w₃ 0) : ℂ) * (T : ℂ)) = 1 :=
      Complex.exp_eq_one_iff.mpr ⟨n, by linear_combination Complex.I * hc⟩
    rw [hs (t + T), hs t, Complex.ofReal_add, mul_add, Complex.exp_add, h1, mul_one]
```

The cancellation is `mul_right_cancel₀ hz`, and `Complex.exp_eq_one_iff` supplies the integer. The condition $WT = 2\pi n$ avoids dividing by $W$, so it also covers $W = 0$, which occurs for a spherical top ($I_3 = I_1$) or for zero axial spin. Then $z$ is constant and every $T$ qualifies, with $n = 0$. For $W \ne 0$ the shortest positive repeat time is $2\pi/|W|$.

If $z(0) = 0$, then $z$ vanishes at all times and repeats after any $T$, whatever the value of $WT$.

## Any amplitude and any spin

The positive moments leave the initial motion free. For real $a$ and $s$, take

$$w_1 = a\cos Wt, \qquad w_2 = a\sin Wt, \qquad w_3 = s, \qquad W = \frac{(I_3 - I_1)s}{I_1}.$$

Then $z(t) = a(\cos Wt + i\sin Wt) = e^{iWt} z(0)$ with $z(0) = a$, and the converse half of the equivalence shows that the Euler equations hold.

```lean
/-- For positive moments of inertia with `I₁ = I₂`, the circular motion
`(a cos W t, a sin W t, s)` with `W = (I₃ - I₁) s / I₁` solves the torque-free Euler equations
for every amplitude `a` and axial spin `s`. -/
theorem torqueFree_witness (h₁ : 0 < I₁) (h₃ : 0 < I₃) (a s : ℝ) :
    TorqueFree I₁ I₁ I₃ (fun t => a * Real.cos (precessionRate I₁ I₃ s * t))
      (fun t => a * Real.sin (precessionRate I₁ I₃ s * t)) (fun _ => s) := by
  refine (free_precession h₁ h₃).mpr fun t => ⟨rfl, ?_⟩
  have e : Complex.exp (Complex.I * (precessionRate I₁ I₃ s : ℂ) * (t : ℂ)) =
      Complex.cos ((precessionRate I₁ I₃ s : ℂ) * (t : ℂ)) +
        Complex.sin ((precessionRate I₁ I₃ s : ℂ) * (t : ℂ)) * Complex.I := by
    rw [← Complex.exp_mul_I]
    congr 1
    ring
  simp only [transverse, e, mul_zero, Real.cos_zero, Real.sin_zero]
  push_cast
  ring

end

end SymmetricTop
```

The proof of `torqueFree_witness` follows this route: it applies `free_precession` from right to left and expands the exponential into cosine and sine. The motion provides reference values of the body-frame angular velocity for testing a rigid-body integrator on a symmetric top without torque.

```lean
#print axioms SymmetricTop.free_precession
-- 'SymmetricTop.free_precession' depends on axioms: [propext, Classical.choice, Quot.sound]
#print axioms SymmetricTop.precession_period
-- 'SymmetricTop.precession_period' depends on axioms: [propext, Classical.choice, Quot.sound]
```
